# At h²k = 1, the Verlet trajectories of an infinite harmonic chain of unit masses are exactly the sums of two rigid waves moving in opposite directions

To check a new Verlet loop on a harmonic chain, one can set the time step to h = 1/√k, start a pulse that moves in one direction only, and compare each stored row of displacements with the previous row moved by one site. That comparison rests on a property of the discrete recursion at this particular step.

Let u(n,j) be the displacement of atom j from its equilibrium position at time step n, with n and j running over all integers. The atoms have unit mass, and neighbours are joined by springs of constant k. If h²k = 1, then u is a position Verlet trajectory if and only if there are real functions f and g on the integers with

u(n,j) = f(j+n) + g(j−n) for all n and j.

The profile f moves left and g moves right, each by one site per step and without change of shape.

## Starting rows that launch a clean pulse

Position Verlet here means the recursion in positions alone, without velocities, so it needs two starting rows. For a purely right-moving wave they are u(0,j) = g(j) and u(1,j) = g(j−1). The smallest non-trivial case displaces one atom: g(0) = 1 and g = 0 elsewhere. Row 0 then has its 1 at site 0, row 1 has it at site 1, and the recursion puts it at site 2 in row 2, with zeros everywhere else. A wrong sign in the force or a misplaced neighbour index spoils this pattern within a few steps.

The result supplies a reference solution for one-dimensional, nearest-neighbour harmonic chains at this single time step. It gives no reason to choose such a step for production runs, since it lies at the edge of the stability range.

## Splitting a trajectory into two profiles

The two springs at atom j exert the force

k(u(n,j+1) − u(n,j)) − k(u(n,j) − u(n,j−1)) = k(u(n,j+1) − 2u(n,j) + u(n,j−1)).

Position Verlet therefore reads

u(n+1,j) = 2u(n,j) − u(n−1,j) + h²k(u(n,j+1) − 2u(n,j) + u(n,j−1)).

At h²k = 1 the terms in u(n,j) cancel:

u(n+1,j) = u(n,j+1) + u(n,j−1) − u(n−1,j).

Define D(n,j) = u(n+1,j) − u(n,j+1). The reduced recursion, taken one step later, gives

D(n+1,j) = u(n+2,j) − u(n+1,j+1) = u(n+1,j−1) − u(n,j) = D(n,j−1).

So D is carried to the right, and D(n,j) = d(j−n) with d(i) = u(1,i) − u(0,i+1).

If u is to have the form f(j+n) + g(j−n), then f drops out of D, and g must satisfy

g(i−1) − g(i+1) = d(i).

A solution can be read off the trajectory itself. With m = ⌊b/2⌋, set

g(b) = u(−m, b−m).

To verify it, put m = ⌊(i−1)/2⌋. Then ⌊(i+1)/2⌋ = m+1, and

g(i−1) − g(i+1) = u(−m, i−1−m) − u(−m−1, i−m) = D(−m−1, i−1−m) = d(i).

Now subtract this wave and let w(n,j) = u(n,j) − g(j−n). Then

w(n+1,j) − w(n,j+1) = D(n,j) − [g(j−n−1) − g(j−n+1)] = d(j−n) − d(j−n) = 0.

Each row of w is the previous row read one site further on, so w(n,j) = w(0,j+n). Setting f(a) = w(0,a) = u(0,a) − g(a) gives the claimed form.

For the converse, insert f(j+n) + g(j−n) into the right-hand side of the reduced recursion:

f(j+n+1) + g(j−n+1) + f(j+n−1) + g(j−n−1) − f(j+n−1) − g(j−n+1) = f(j+n+1) + g(j−n−1).

This is u(n+1,j).

## Other time steps and the dispersion relation

The single-atom pulse shows what goes wrong when h²k ≠ 1. Rigid motion to the right requires u(1,0) = 0, but Verlet with u(0,0) = 1, u(0,±1) = 0 and u(−1,0) = 0 gives

u(1,0) = 2 − 2h²k.

This is non-zero for every h²k other than 1. Hence all profiles travel rigidly at one site per step only at h²k = 1.

For plane waves, take u(n,j) = cos(x) with x = qj − θn, where q is the wavenumber per site and θ the phase advance per step. Since

cos(x+θ) + cos(x−θ) − 2cos(x) = −4 sin²(θ/2) cos(x),

and the same identity holds with q in place of θ, the left side of the Verlet recursion minus its right side is

4[h²k sin²(q/2) − sin²(θ/2)] cos(x).

At n = j = 0 the cosine is 1, so the wave is a trajectory if and only if

sin²(θ/2) = h²k sin²(q/2).

At h²k = 1 this says cos(θ) = cos(q). For q and θ in [0,π] it follows that θ = q: all wavelengths move at the same speed.

## Lean source for the chain and its waves

```lean
import Mathlib

namespace VerletHarmonicChain

noncomputable section

/-- Force on site `j` of an infinite chain with displacements `x`, exerted by the two
neighbouring springs of stiffness `k`. -/
def chainForce (k : ℝ) (x : ℤ → ℝ) (j : ℤ) : ℝ :=
  k * (x (j + 1) - x j) - k * (x j - x (j - 1))

/-- The array `u n j` (time step `n`, site `j`) obeys the position Verlet recursion with
time step `h` for the chain of unit masses and springs `k`. -/
def IsVerlet (k h : ℝ) (u : ℤ → ℤ → ℝ) : Prop :=
  ∀ n j : ℤ, u (n + 1) j = 2 * u n j - u (n - 1) j + h ^ 2 * chainForce k (u n) j

/-- The plane wave with wavenumber `q` per site and phase advance `θ` per time step. -/
def planeWave (q θ : ℝ) (n j : ℤ) : ℝ := Real.cos (q * (j : ℝ) - θ * (n : ℝ))

/-- At `h ^ 2 * k = 1` the displacement of the site itself at the present time drops out of
the Verlet recursion. -/
theorem isVerlet_iff_reduced {k h : ℝ} (hk : h ^ 2 * k = 1) (u : ℤ → ℤ → ℝ) :
    IsVerlet k h u ↔
      ∀ n j : ℤ, u (n + 1) j = u n (j + 1) + u n (j - 1) - u (n - 1) j := by
  unfold IsVerlet
  refine forall₂_congr fun n j => ?_
  have e : 2 * u n j - u (n - 1) j + h ^ 2 * chainForce k (u n) j
      = u n (j + 1) + u n (j - 1) - u (n - 1) j := by
    unfold chainForce
    linear_combination (u n (j + 1) - 2 * u n j + u n (j - 1)) * hk
  rw [e]

/-- If each row of an array is the previous row read `s` sites further on, then every row is
the row at time zero read `s * n` sites further on. -/
theorem rigid_shift (F : ℤ → ℤ → ℝ) (s : ℤ)
    (hF : ∀ n j : ℤ, F (n + 1) j = F n (j + s)) (n j : ℤ) :
    F n j = F 0 (j + s * n) := by
  revert j
  refine Int.induction_on n ?_ ?_ ?_
  · intro j
    simp
  · intro i ih j
    rw [hF, ih]
    congr 1
    ring
  · intro i ih j
    -- backwards in time the recursion is read from right to left
    have e := hF (-(i : ℤ) - 1) (j - s)
    rw [sub_add_cancel, sub_add_cancel] at e
    rw [← e, ih]
    congr 1
    ring

/-- At `h ^ 2 * k = 1` the difference `u (n + 1) j - u n (j + 1)` along a Verlet trajectory
is carried to the right by one site per step. -/
theorem right_moving_difference {k h : ℝ} (hk : h ^ 2 * k = 1) {u : ℤ → ℤ → ℝ}
    (hu : IsVerlet k h u) (n j : ℤ) :
    u (n + 1) j - u n (j + 1) = u 1 (j - n) - u 0 (j - n + 1) := by
  have hr := (isVerlet_iff_reduced hk u).1 hu
  have step : ∀ n j : ℤ, u (n + 1 + 1) j - u (n + 1) (j + 1)
      = u (n + 1) (j + -1) - u n (j + -1 + 1) := by
    intro n j
    have e := hr (n + 1) j
    rw [show n + 1 - 1 = n by ring] at e
    rw [show j + -1 + 1 = j by ring, show j + -1 = j - 1 by ring]
    linarith
  have e := rigid_shift (fun n j => u (n + 1) j - u n (j + 1)) (-1) step n j
  have a : j + -1 * n = j - n := by ring
  simp only [a, zero_add] at e
  exact e

/-- At `h ^ 2 * k = 1` an array is a Verlet trajectory of the infinite harmonic chain if and
only if it is the sum of a left-moving and a right-moving profile, each of which travels one
site per time step without change of shape. -/
theorem isVerlet_iff_travelling_waves {k h : ℝ} (hk : h ^ 2 * k = 1) (u : ℤ → ℤ → ℝ) :
    IsVerlet k h u ↔ ∃ f g : ℤ → ℝ, ∀ n j : ℤ, u n j = f (j + n) + g (j - n) := by
  constructor
  · intro hu
    have hR := right_moving_difference hk hu
    -- the right-moving profile is read off along a diagonal of the space-time lattice
    obtain ⟨g, hg⟩ : ∃ g : ℤ → ℝ, ∀ i : ℤ,
        g (i - 1) - g (i + 1) = u 1 i - u 0 (i + 1) := by
      refine ⟨fun b => u (-(b / 2)) (b - b / 2), fun i => ?_⟩
      change u (-((i - 1) / 2)) (i - 1 - (i - 1) / 2)
        - u (-((i + 1) / 2)) (i + 1 - (i + 1) / 2) = _
      have e := hR (-((i - 1) / 2) - 1) (i - 1 - (i - 1) / 2)
      rw [show -((i - 1) / 2) - 1 + 1 = -((i - 1) / 2) by omega,
        show i - 1 - (i - 1) / 2 - (-((i - 1) / 2) - 1) = i by omega] at e
      rw [show -((i + 1) / 2) = -((i - 1) / 2) - 1 by omega,
        show i + 1 - (i + 1) / 2 = i - 1 - (i - 1) / 2 + 1 by omega]
      exact e
    -- what is left after subtracting it moves rigidly to the left
    have step : ∀ n j : ℤ,
        u (n + 1) j - g (j - (n + 1)) = u n (j + 1) - g (j + 1 - n) := by
      intro n j
      have a := hR n j
      have b := hg (j - n)
      rw [show j - (n + 1) = j - n - 1 by ring, show j + 1 - n = j - n + 1 by ring]
      linarith
    refine ⟨fun a => u 0 a - g a, g, fun n j => ?_⟩
    have e := rigid_shift (fun n j => u n j - g (j - n)) 1 step n j
    simp only [one_mul, sub_zero] at e
    change u n j = u 0 (j + n) - g (j + n) + g (j - n)
    linarith
  · rintro ⟨f, g, hfg⟩
    rw [isVerlet_iff_reduced hk]
    intro n j
    simp only [hfg]
    rw [show j + (n + 1) = j + 1 + n by ring, show j - (n + 1) = j - 1 - n by ring,
      show j + (n - 1) = j - 1 + n by ring, show j - (n - 1) = j + 1 - n by ring]
    ring

/-- Every profile travels rigidly to the right by one site per Verlet step if and only if
`h ^ 2 * k = 1`. -/
theorem all_profiles_travel_iff (k h : ℝ) :
    (∀ f : ℤ → ℝ, IsVerlet k h (fun n j => f (j - n))) ↔ h ^ 2 * k = 1 := by
  constructor
  · intro H
    -- a parabolic profile has constant curvature and detects the mismatch
    have e := H (fun i => (i : ℝ) ^ 2) 0 0
    simp only [chainForce] at e
    push_cast at e
    linear_combination (-1 / 2) * e
  · intro hk f
    exact (isVerlet_iff_travelling_waves hk _).2 ⟨fun _ => 0, f, fun n j => by simp⟩

/-- The half-angle formula for the cosine. -/
theorem cos_eq_one_sub_half (x : ℝ) : Real.cos x = 1 - 2 * Real.sin (x / 2) ^ 2 := by
  have a := Real.cos_two_mul (x / 2)
  rw [show 2 * (x / 2) = x by ring] at a
  linarith [Real.sin_sq_add_cos_sq (x / 2)]

/-- Numerical dispersion relation: a plane wave is a Verlet trajectory if and only if
`sin² (θ / 2) = h² k sin² (q / 2)`. -/
theorem planeWave_isVerlet_iff (k h q θ : ℝ) :
    IsVerlet k h (planeWave q θ) ↔
      Real.sin (θ / 2) ^ 2 = h ^ 2 * k * Real.sin (q / 2) ^ 2 := by
  -- the defect of the recursion is proportional to the wave itself
  have key : ∀ n j : ℤ, planeWave q θ (n + 1) j - (2 * planeWave q θ n j
      - planeWave q θ (n - 1) j + h ^ 2 * chainForce k (planeWave q θ n) j)
      = 4 * (h ^ 2 * k * Real.sin (q / 2) ^ 2 - Real.sin (θ / 2) ^ 2)
        * planeWave q θ n j := by
    intro n j
    simp only [chainForce, planeWave]
    push_cast
    rw [show q * (j : ℝ) - θ * ((n : ℝ) + 1) = (q * (j : ℝ) - θ * (n : ℝ)) - θ by ring,
      show q * (j : ℝ) - θ * ((n : ℝ) - 1) = (q * (j : ℝ) - θ * (n : ℝ)) + θ by ring,
      show q * ((j : ℝ) + 1) - θ * (n : ℝ) = (q * (j : ℝ) - θ * (n : ℝ)) + q by ring,
      show q * ((j : ℝ) - 1) - θ * (n : ℝ) = (q * (j : ℝ) - θ * (n : ℝ)) - q by ring]
    generalize q * (j : ℝ) - θ * (n : ℝ) = x
    rw [Real.cos_sub x θ, Real.cos_add x θ, Real.cos_add x q, Real.cos_sub x q,
      cos_eq_one_sub_half θ, cos_eq_one_sub_half q]
    ring
  constructor
  · intro H
    have e := (key 0 0).symm.trans (sub_eq_zero.2 (H 0 0))
    simp only [planeWave, Int.cast_zero, mul_zero, sub_zero, Real.cos_zero, mul_one] at e
    linarith
  · intro H n j
    exact sub_eq_zero.1 ((key n j).trans (by rw [H]; ring))

/-- At `h ^ 2 * k = 1`, a plane wave with `q` and `θ` between `0` and `π` is a Verlet
trajectory if and only if its phase advance per step equals its wavenumber per site. -/
theorem planeWave_dispersionless {k h q θ : ℝ} (hk : h ^ 2 * k = 1)
    (hq : q ∈ Set.Icc 0 Real.pi) (hθ : θ ∈ Set.Icc 0 Real.pi) :
    IsVerlet k h (planeWave q θ) ↔ θ = q := by
  rw [planeWave_isVerlet_iff, hk, one_mul]
  constructor
  · intro e
    -- the cosine is injective on the half period
    apply Real.injOn_cos hθ hq
    rw [cos_eq_one_sub_half θ, cos_eq_one_sub_half q, e]
  · intro e
    rw [e]

end

end VerletHarmonicChain
```

```lean
#print axioms VerletHarmonicChain.isVerlet_iff_travelling_waves
#print axioms VerletHarmonicChain.all_profiles_travel_iff
#print axioms VerletHarmonicChain.planeWave_dispersionless
```

```
'VerletHarmonicChain.isVerlet_iff_travelling_waves' depends on axioms: [propext, Classical.choice, Quot.sound]
'VerletHarmonicChain.all_profiles_travel_iff' depends on axioms: [propext, Classical.choice, Quot.sound]
'VerletHarmonicChain.planeWave_dispersionless' depends on axioms: [propext, Classical.choice, Quot.sound]
```

## How the definitions and lemmas match the algebra

In `u : ℤ → ℤ → ℝ` the first argument is the time step and the second the site. `chainForce` is the sum of the two spring forces, and `IsVerlet k h u` states the full recursion at every integer time and site, for arbitrary real k and h. The hypothesis `hk : h ^ 2 * k = 1` fixes the step and forces k > 0, so positivity is not assumed separately. Negative h is allowed, because only h² enters.

`isVerlet_iff_reduced` derives the short recursion; its `linear_combination` step multiplies `hk` by the second difference of the displacements. `rigid_shift` turns a one-step shift into a shift over any number of steps, by induction forwards and backwards in time. It is applied with `s = -1` to D, in `right_moving_difference`, and with `s = 1` to w.

The main theorem is `isVerlet_iff_travelling_waves`. Its forward half defines g by the diagonal formula above. Integer division `b / 2` rounds down here, and `omega` checks the index identities for even and odd b together. The backward half substitutes the two profiles and finishes with `ring`.

`all_profiles_travel_iff` proves that every right-moving profile is a trajectory exactly when h²k = 1. It uses the parabola i² in place of the single-atom pulse: at n = j = 0 the recursion becomes 1 = −1 + 2h²k. `planeWave_isVerlet_iff` computes the multiple of the cosine left over by the recursion and evaluates it at the origin. `planeWave_dispersionless` then uses the injectivity of the cosine on [0,π]; `cos_eq_one_sub_half` supplies the half-angle formula for both.

## A statement about the recursion, not about the chain's true motion

The theorems describe the numbers that Verlet produces, not the solution of Newton's equations. In continuous time the chain is dispersive: its frequency is ω = 2√k |sin(q/2)|, so the exact phase advance at this step would be 2 sin(q/2) for q in [0,π], whereas Verlet gives q. The time-stepping error cancels the dispersion of the lattice. Agreement with the travelling-wave form is therefore a test of the code at this step, and says nothing about how accurately Verlet follows the physical chain. Nor does it exclude every coding error: at k = 1 and h = 1, a loop that uses h in place of h² passes as well.

The model has infinitely many atoms, purely harmonic nearest-neighbour springs, and no thermostat or constraint. The step left to the user is the passage to a finite array of floating-point numbers. For a pulse that starts far from the ends of the array, the comparison holds up to rounding until the pulse reaches an end; after that, the boundary condition decides what happens.
